# A minimum-energy field exists for a symmetric contrast weaker than the background and a finite-dimensional space of fluctuations

In a real inner product space, a medium has permittivity `c + t V`, a uniform background plus a bounded symmetric contrast with `|t| ‖V‖ < c`. A field `x` has the quadratic energy `⟪x, (c + t V) x⟫`, written without the usual factor 1/2. The theorem `effective_isLeast` states that the infimum of this energy over all fields `u + e`, with `u` fixed and `e` in a finite-dimensional subspace `E`, is attained. When `u` is a unit vector orthogonal to `E`, this minimum is the effective permittivity in the direction of `u`; the theorem itself needs neither condition. The proof takes the `e` supplied by `cell_problem`, whose displacement `(c + t V)(u + e)` is orthogonal to `E`, and expands the energy of any competitor `u + w` about `u + e`: the cross term should vanish, and the energy of `w - e` is nonnegative.

The failing Lean file:

```lean
import Mathlib

open scoped InnerProductSpace Topology

namespace EffectiveIsLeast

noncomputable section

variable {F : Type*} [NormedAddCommGroup F] [InnerProductSpace ℝ F]

/-- The permittivity operator `c + t V`: a uniform background `c` plus a contrast `V` of
strength `t`. -/
def permittivity (V : F →L[ℝ] F) (c t : ℝ) : F →L[ℝ] F :=
  c • ContinuousLinearMap.id ℝ F + t • V

/-- The quadratic energy `⟨x, (c + t V) x⟩` of a field `x`. -/
def energy (V : F →L[ℝ] F) (c t : ℝ) (x : F) : ℝ :=
  ⟪x, permittivity V c t x⟫_ℝ

/-- The effective permittivity: the infimum of the energy over all fields `u + e`, with `u` the
applied field and `e` a fluctuation in `E`. This reading is meant for a unit `u` and an energy that
is bounded below on these fields. -/
def effective (V : F →L[ℝ] F) (E : Submodule ℝ F) (u : F) (c t : ℝ) : ℝ :=
  sInf (Set.range fun e : E => energy V c t (u + (e : F)))

variable (V : F →L[ℝ] F) (E : Submodule ℝ F) [FiniteDimensional ℝ E] (u : F) (c t : ℝ)

/-- The contrast changes the energy of a field `x` in the uniform background by at most
`|t| ‖V‖ ‖x‖²`. -/
theorem energy_bound (x : F) :
    |energy V c t x - c * ‖x‖ ^ 2| ≤ |t| * ‖V‖ * ‖x‖ ^ 2 := by
  have h : energy V c t x - c * ‖x‖ ^ 2 = t * ⟪x, V x⟫_ℝ := by
    show ⟪x, c • x + t • V x⟫_ℝ - c * ‖x‖ ^ 2 = _
    rw [inner_add_right, real_inner_smul_right, real_inner_smul_right,
      real_inner_self_eq_norm_sq]
    ring
  rw [h, abs_mul]
  calc |t| * |⟪x, V x⟫_ℝ| ≤ |t| * (‖x‖ * (‖V‖ * ‖x‖)) :=
        mul_le_mul_of_nonneg_left ((abs_real_inner_le_norm x (V x)).trans
          (mul_le_mul_of_nonneg_left (V.le_opNorm x) (norm_nonneg x))) (abs_nonneg t)
    _ = |t| * ‖V‖ * ‖x‖ ^ 2 := by ring

/-- A fluctuation in `E` sees only the projection onto `E` of any field. -/
theorem inner_proj (x : F) (w : E) :
    ⟪(w : F), E.starProjection x⟫_ℝ = ⟪(w : F), x⟫_ℝ := by
  have h := E.starProjection_inner_eq_zero x w w.2
  rw [inner_sub_left] at h
  linarith [real_inner_comm x (w : F), real_inner_comm (E.starProjection x) (w : F)]

/-- The cell problem is solvable when `|t| ‖V‖ < c`: some fluctuation `e` in `E` makes the
displacement `(c + t V)(u + e)` orthogonal to `E`. -/
theorem cell_problem (h : |t| * ‖V‖ < c) :
    ∃ e : E, ∀ w : E, ⟪(w : F), permittivity V c t (u + (e : F))⟫_ℝ = 0 := by
  let T : E →ₗ[ℝ] E := LinearMap.codRestrict E
    ((E.starProjection.comp (permittivity V c t)).toLinearMap ∘ₗ E.subtype)
    (fun _ => E.starProjection_apply_mem _)
  have hT : ∀ e : E, (T e : F) = E.starProjection (permittivity V c t (e : F)) :=
    fun _ => rfl
  -- positivity of the energy makes the projected operator injective
  have hinj : Function.Injective T := by
    rw [injective_iff_map_eq_zero]
    intro e he
    have h0 : energy V c t (e : F) = 0 := by
      rw [energy, ← inner_proj E _ e, ← hT, he]
      simp
    have h1 := (abs_le.1 (energy_bound V c t (e : F))).1
    rw [h0] at h1
    have h2 : ‖(e : F)‖ ^ 2 ≤ 0 := by
      by_contra hn
      nlinarith [mul_pos (sub_pos.2 h) (not_le.1 hn)]
    have h3 : ‖(e : F)‖ = 0 :=
      (pow_eq_zero_iff two_ne_zero).1 (le_antisymm h2 (sq_nonneg _))
    exact Subtype.ext (by simpa using h3)
  -- in finite dimension it is then surjective
  obtain ⟨e, he⟩ := LinearMap.injective_iff_surjective.1 hinj
    ⟨-E.starProjection (permittivity V c t u), E.neg_mem (E.starProjection_apply_mem _)⟩
  have he' : E.starProjection (permittivity V c t (e : F))
      = -E.starProjection (permittivity V c t u) :=
    (hT e).symm.trans (congrArg Subtype.val he)
  refine ⟨e, fun w => ?_⟩
  rw [← inner_proj E _ w, map_add, map_add, he', add_neg_cancel, inner_zero_right]

variable {V}

/-- For symmetric `V`, adding a field `d` to `x` changes the energy by twice the work of `d`
against the displacement of `x`, plus the energy of `d`. -/
theorem energy_add (hV : ∀ x y, ⟪V x, y⟫_ℝ = ⟪x, V y⟫_ℝ) (x d : F) :
    energy V c t (x + d)
      = energy V c t x + 2 * ⟪d, permittivity V c t x⟫_ℝ + energy V c t d := by
  have hp : ∀ y, permittivity V c t y = c • y + t • V y := fun _ => rfl
  have h1 : ⟪x, V d⟫_ℝ = ⟪d, V x⟫_ℝ := (hV x d).symm.trans (real_inner_comm _ _)
  simp only [energy, hp, map_add, smul_add, inner_add_left, inner_add_right,
    real_inner_smul_right]
  linear_combination t * h1 + c * real_inner_comm d x

/-- For symmetric `V` and `|t| ‖V‖ < c`, the effective permittivity is a minimum: some field
`u + e` attains it. -/
theorem effective_isLeast (hV : ∀ x y, ⟪V x, y⟫_ℝ = ⟪x, V y⟫_ℝ) (h : |t| * ‖V‖ < c) :
    IsLeast (Set.range fun e : E => energy V c t (u + (e : F))) (effective V E u c t) := by
  obtain ⟨e, he⟩ := cell_problem V E u c t h
  have key : IsLeast (Set.range fun e : E => energy V c t (u + (e : F)))
      (energy V c t (u + (e : F))) := by
    refine ⟨⟨e, rfl⟩, ?_⟩
    rintro _ ⟨w, rfl⟩
    show energy V c t (u + (e : F)) ≤ energy V c t (u + (w : F))
    have hw : u + (w : F) = (u + (e : F)) + ((w - e : E) : F) := by
      push_cast
      abel
    rw [hw, energy_add c t hV, he (w - e)]
    have h1 := (abs_le.1 (energy_bound V c t ((w - e : E) : F))).1
    have h2 := mul_nonneg (sub_pos.2 h).le (sq_nonneg ‖((w - e : E) : F)‖)
    linarith
  rw [effective, key.csInf_eq]
  exact key

end

end EffectiveIsLeast
```

Lean reports:

```
Main.lean:109:31: error: Tactic `rewrite` failed: Did not find an occurrence of the pattern
  ⟪↑(w - e), (permittivity V c t) (u + ↑e)⟫_ℝ
in the target expression
  energy V c t u + 2 * ⟪↑e, (permittivity V c t) u⟫_ℝ + energy V c t ↑e ≤ energy V c t (u + ↑e + ↑(w - e))

F : Type u_1
inst✝² : NormedAddCommGroup F
inst✝¹ : InnerProductSpace ℝ F
V : F →L[ℝ] F
E : Submodule ℝ F
inst✝ : FiniteDimensional ℝ ↥E
u : F
c t : ℝ
hV : ∀ (x y : F), ⟪V x, y⟫_ℝ = ⟪x, V y⟫_ℝ
h : |t| * ‖V‖ < c
e : ↥E
he : ∀ (w : ↥E), ⟪↑w, (permittivity V c t) (u + ↑e)⟫_ℝ = 0
w : ↥E
hw : u + ↑w = u + ↑e + ↑(w - e)
⊢ energy V c t u + 2 * ⟪↑e, (permittivity V c t) u⟫_ℝ + energy V c t ↑e ≤ energy V c t (u + ↑e + ↑(w - e))
```

Fix (accepted with no message):

```diff
@@ -107,5 +107,5 @@
       push_cast
       abel
-    rw [hw, energy_add c t hV, he (w - e)]
+    rw [hw, energy_add c t hV (u + (e : F)) ((w - e : E) : F), he (w - e)]
     have h1 := (abs_le.1 (energy_bound V c t ((w - e : E) : F))).1
     have h2 := mul_nonneg (sub_pos.2 h).le (sq_nonneg ‖((w - e : E) : F)‖)
```

Cause. The message says that `rewrite` could not find the inner product that `he (w - e)` sets to zero. The fault lies one step earlier, in `energy_add c t hV`. With its arguments `x` and `d` left open, this lemma rewrites the first energy of a sum that it meets. After `hw` the goal has two: `energy V c t (u + ↑e)` on the left, and `energy V c t (u + ↑e + ↑(w - e))` on the right. Lean matched the left one, taking `x` as `u` and `d` as `↑e`, and so split the minimiser's energy, as the printed goal shows. The competitor's energy on the right stayed whole, and the cross term expected by `he` never appeared.

The repair gives both arguments explicitly, `u + ↑e` and `↑(w - e)`. Only the right-hand energy now fits, its expansion contains the inner product of `↑(w - e)` with the displacement of `u + ↑e`, and `he (w - e)` can replace that by zero.
